# The transfer integral between two symmetrically orthogonalised orbitals is independent of the energy zero

If the off-diagonal Hamiltonian element $b$ between two overlapping orbitals is read as their coupling, that coupling changes whenever the zero of energy is moved: a shift by $c$ turns $b$ into $b+cs$, where $s$ is the overlap integral. Symmetric orthogonalisation replaces $b$ by an effective transfer integral that the shift leaves alone, and the Lean file below computes it.

```lean
import Mathlib

open Matrix

namespace TwoCentreTransfer

noncomputable section

/-- Overlap matrix of two normalised real orbitals with overlap integral `s`. -/
def overlap (s : ℝ) : Matrix (Fin 2) (Fin 2) ℝ := !![1, s; s, 1]

/-- Two-centre Hamiltonian with site energies `a₁`, `a₂` and bare coupling `b`. -/
def hamiltonian (a₁ a₂ b : ℝ) : Matrix (Fin 2) (Fin 2) ℝ := !![a₁, b; b, a₂]

/-- `X` is a positive definite inverse square root of the overlap matrix. -/
structure IsInvSqrtOverlap (s : ℝ) (X : Matrix (Fin 2) (Fin 2) ℝ) : Prop where
  posDef : X.PosDef
  sq_mul : X * X * overlap s = 1

/-- The explicit symmetric orthogonalisation matrix of two orbitals, for `|s| < 1`. -/
def lowdin (s : ℝ) : Matrix (Fin 2) (Fin 2) ℝ :=
  !![(1 / √(1 + s) + 1 / √(1 - s)) / 2, (1 / √(1 + s) - 1 / √(1 - s)) / 2;
     (1 / √(1 + s) - 1 / √(1 - s)) / 2, (1 / √(1 + s) + 1 / √(1 - s)) / 2]

/-- A positive number `u` with `u² t = 1` is the inverse square root of `t`, and `t` is
positive. -/
theorem pos_and_eq_inv_sqrt {u t : ℝ} (hu : 0 < u) (h : u ^ 2 * t = 1) :
    0 < t ∧ u = 1 / √t := by
  have ht : t = (1 / u) ^ 2 := by
    rw [div_pow, one_pow, eq_div_iff (pow_pos hu 2).ne']
    linarith
  have hi : 0 < 1 / u := one_div_pos.mpr hu
  refine ⟨ht ▸ pow_pos hi 2, ?_⟩
  rw [ht, Real.sqrt_sq hi.le, one_div_one_div]

/-- A positive definite inverse square root of the overlap treats both centres alike, and its action
on the in-phase and out-of-phase combinations is fixed by `1 + s` and `1 - s`. -/
theorem IsInvSqrtOverlap.entries {s : ℝ} {X : Matrix (Fin 2) (Fin 2) ℝ}
    (hX : IsInvSqrtOverlap s X) :
    X 1 0 = X 0 1 ∧ X 1 1 = X 0 0 ∧ |X 0 1| < X 0 0 ∧
      (X 0 0 + X 0 1) ^ 2 * (1 + s) = 1 ∧ (X 0 0 - X 0 1) ^ 2 * (1 - s) = 1 := by
  have hsym : X 1 0 = X 0 1 := by simpa using hX.posDef.isHermitian.apply 0 1
  have hp : 0 < X 0 0 := hX.posDef.diag_pos
  have hr : 0 < X 1 1 := hX.posDef.diag_pos
  have hd := hX.posDef.det_pos
  rw [Matrix.det_fin_two, hsym] at hd
  have e00 := congrArg (fun M : Matrix (Fin 2) (Fin 2) ℝ => M 0 0) hX.sq_mul
  have e01 := congrArg (fun M : Matrix (Fin 2) (Fin 2) ℝ => M 0 1) hX.sq_mul
  have e11 := congrArg (fun M : Matrix (Fin 2) (Fin 2) ℝ => M 1 1) hX.sq_mul
  simp [overlap, Matrix.mul_apply, Fin.sum_univ_two, hsym] at e00 e01 e11
  -- equal diagonal entries of the inverse overlap force equal diagonal entries of `X`
  have hprod : (X 1 1 - X 0 0) * (X 1 1 + X 0 0) = 0 := by
    linear_combination e11 - e00
  have heq : X 1 1 = X 0 0 :=
    sub_eq_zero.mp ((mul_eq_zero.mp hprod).resolve_right (add_pos hr hp).ne')
  rw [heq] at hd e00 e01
  refine ⟨hsym, heq, abs_lt.mpr ⟨by nlinarith, by nlinarith⟩, ?_, ?_⟩
  · linear_combination e00 + e01
  · linear_combination e00 - e01

/-- For `|s| < 1` the explicit matrix `lowdin s` is a positive definite inverse square root
of the overlap matrix. -/
theorem lowdin_witness {s : ℝ} (hs : |s| < 1) : IsInvSqrtOverlap s (lowdin s) := by
  obtain ⟨hl, hr⟩ := abs_lt.mp hs
  have h1 : 0 < 1 + s := by linarith
  have h2 : 0 < 1 - s := by linarith
  have hu : 0 < 1 / √(1 + s) := one_div_pos.mpr (Real.sqrt_pos.mpr h1)
  have hv : 0 < 1 / √(1 - s) := one_div_pos.mpr (Real.sqrt_pos.mpr h2)
  have hu2 : (1 / √(1 + s)) ^ 2 * (1 + s) = 1 := by
    rw [div_pow, Real.sq_sqrt h1.le, one_pow, one_div, inv_mul_cancel₀ h1.ne']
  have hv2 : (1 / √(1 - s)) ^ 2 * (1 - s) = 1 := by
    rw [div_pow, Real.sq_sqrt h2.le, one_pow, one_div, inv_mul_cancel₀ h2.ne']
  have key : ∀ p q : ℝ, (p + q) ^ 2 * (1 + s) = 1 → (p - q) ^ 2 * (1 - s) = 1 →
      !![p, q; q, p] * !![p, q; q, p] * overlap s = 1 := by
    intro p q hp hm
    ext i j
    fin_cases i <;> fin_cases j <;> simp [overlap, Matrix.mul_apply, Fin.sum_univ_two]
    · linear_combination (hp + hm) / 2
    · linear_combination (hp - hm) / 2
    · linear_combination (hp - hm) / 2
    · linear_combination (hp + hm) / 2
  refine ⟨?_, key _ _ (by linear_combination hu2) (by linear_combination hv2)⟩
  rw [Matrix.posDef_iff_dotProduct_mulVec]
  refine ⟨Matrix.IsHermitian.ext fun i j => by
    fin_cases i <;> fin_cases j <;> simp [lowdin], fun x hx => ?_⟩
  -- the quadratic form is diagonal in the in-phase and out-of-phase amplitudes
  have hq : star x ⬝ᵥ lowdin s *ᵥ x = (1 / √(1 + s) * (x 0 + x 1) ^ 2
      + 1 / √(1 - s) * (x 0 - x 1) ^ 2) / 2 := by
    simp [lowdin, Matrix.mulVec, dotProduct, Fin.sum_univ_two]
    ring
  rw [hq]
  have n1 := mul_nonneg hu.le (sq_nonneg (x 0 + x 1))
  have n2 := mul_nonneg hv.le (sq_nonneg (x 0 - x 1))
  rcases eq_or_ne (x 0 + x 1) 0 with h | h
  · have h' : x 0 - x 1 ≠ 0 := fun h' => hx (by
      ext i
      fin_cases i <;> simp <;> linarith)
    have h3 : 0 < (x 0 - x 1) ^ 2 := by positivity
    have h4 := mul_pos hv h3
    linarith
  · have h3 : 0 < (x 0 + x 1) ^ 2 := by positivity
    have h4 := mul_pos hu h3
    linarith

/-- A positive definite inverse square root of the overlap matrix exists only for `|s| < 1`,
and it is then the matrix `lowdin s`. -/
theorem isInvSqrtOverlap_iff {s : ℝ} {X : Matrix (Fin 2) (Fin 2) ℝ} :
    IsInvSqrtOverlap s X ↔ |s| < 1 ∧ X = lowdin s := by
  constructor
  · intro hX
    obtain ⟨h10, h11, hlt, hp, hm⟩ := hX.entries
    obtain ⟨hl, hr⟩ := abs_lt.mp hlt
    obtain ⟨h1, eu⟩ := pos_and_eq_inv_sqrt (by linarith) hp
    obtain ⟨h2, ev⟩ := pos_and_eq_inv_sqrt (by linarith) hm
    refine ⟨abs_lt.mpr ⟨by linarith, by linarith⟩, ?_⟩
    rw [lowdin, ← eu, ← ev]
    ext i j
    fin_cases i <;> fin_cases j <;> simp [h10, h11]
  · rintro ⟨hs, rfl⟩
    exact lowdin_witness hs

/-- Adding `c` times the overlap to any two-centre Hamiltonian adds `c` times the identity to
the orthogonalised Hamiltonian. -/
theorem orthogonalised_shift {s : ℝ} {X : Matrix (Fin 2) (Fin 2) ℝ}
    (hX : IsInvSqrtOverlap s X) (H : Matrix (Fin 2) (Fin 2) ℝ) (c : ℝ) :
    X * (H + c • overlap s) * X = X * H * X + c • 1 := by
  have h : X * overlap s * X = 1 := by
    rw [mul_eq_one_comm, ← mul_assoc]
    exact hX.sq_mul
  rw [Matrix.mul_add, Matrix.add_mul, Matrix.mul_smul, Matrix.smul_mul, h]

/-- The effective transfer integral between the orthogonalised orbitals is
`(b - s (a₁ + a₂) / 2) / (1 - s²)`, and it is unchanged when `H` is replaced by `H + c S`. -/
theorem effective_transfer {s : ℝ} {X : Matrix (Fin 2) (Fin 2) ℝ}
    (hX : IsInvSqrtOverlap s X) (a₁ a₂ b : ℝ) :
    (X * hamiltonian a₁ a₂ b * X) 0 1 = (b - s * (a₁ + a₂) / 2) / (1 - s ^ 2) ∧
      ∀ c : ℝ, (X * (hamiltonian a₁ a₂ b + c • overlap s) * X) 0 1
        = (X * hamiltonian a₁ a₂ b * X) 0 1 := by
  obtain ⟨h10, h11, -, hp, hm⟩ := hX.entries
  obtain ⟨hl, hr⟩ := abs_lt.mp (isInvSqrtOverlap_iff.mp hX).1
  have hne : 1 - s ^ 2 ≠ 0 := by nlinarith
  refine ⟨?_, fun c => by rw [orthogonalised_shift hX]; simp⟩
  have e : (X * hamiltonian a₁ a₂ b * X) 0 1
      = X 0 0 * X 0 1 * (a₁ + a₂) + (X 0 0 ^ 2 + X 0 1 ^ 2) * b := by
    simp [hamiltonian, Matrix.mul_apply, Fin.sum_univ_two, h11]
    ring
  rw [e, eq_div_iff hne]
  linear_combination (a₁ + a₂) * ((1 - s) * hp - (1 + s) * hm) / 4
    + b * ((1 - s) * hp + (1 + s) * hm) / 2

/-- The site energies of the orthogonalised orbitals: a common mean, and a splitting equal to
the bare one divided by `√(1 - s²)`. -/
theorem effective_site_energies {s : ℝ} {X : Matrix (Fin 2) (Fin 2) ℝ}
    (hX : IsInvSqrtOverlap s X) (a₁ a₂ b : ℝ) :
    (X * hamiltonian a₁ a₂ b * X) 0 0
        = ((a₁ + a₂) / 2 - s * b) / (1 - s ^ 2) + (a₁ - a₂) / (2 * √(1 - s ^ 2)) ∧
      (X * hamiltonian a₁ a₂ b * X) 1 1
        = ((a₁ + a₂) / 2 - s * b) / (1 - s ^ 2) - (a₁ - a₂) / (2 * √(1 - s ^ 2)) := by
  obtain ⟨h10, h11, hlt, hp, hm⟩ := hX.entries
  obtain ⟨hl, hr⟩ := abs_lt.mp hlt
  -- the determinant of `X` is the inverse square root of `1 - s²`
  have hw : 0 < (X 0 0 + X 0 1) * (X 0 0 - X 0 1) :=
    mul_pos (by linarith) (by linarith)
  obtain ⟨hpos, ew⟩ := pos_and_eq_inv_sqrt (t := 1 - s ^ 2) hw (by
    linear_combination (1 - s) * (X 0 0 - X 0 1) ^ 2 * hp + hm)
  have hsplit : (a₁ - a₂) / (2 * √(1 - s ^ 2))
      = (a₁ - a₂) / 2 * ((X 0 0 + X 0 1) * (X 0 0 - X 0 1)) := by
    rw [ew]
    ring
  have hmean : ((a₁ + a₂) / 2 - s * b) / (1 - s ^ 2)
      = (X 0 0 ^ 2 + X 0 1 ^ 2) * (a₁ + a₂) / 2 + 2 * X 0 0 * X 0 1 * b := by
    rw [div_eq_iff hpos.ne']
    linear_combination -(a₁ + a₂) * ((1 - s) * hp + (1 + s) * hm) / 4
      - b * ((1 - s) * hp - (1 + s) * hm) / 2
  rw [hsplit, hmean]
  constructor
  · simp [hamiltonian, Matrix.mul_apply, Fin.sum_univ_two, h10]
    ring
  · simp [hamiltonian, Matrix.mul_apply, Fin.sum_univ_two, h10, h11]
    ring

/-- With the Wolfsberg–Helmholz coupling `b = K s (a₁ + a₂) / 2`, the effective transfer
integral is proportional to `K - 1`. -/
theorem wolfsberg_helmholz_transfer {s : ℝ} {X : Matrix (Fin 2) (Fin 2) ℝ}
    (hX : IsInvSqrtOverlap s X) (a₁ a₂ K : ℝ) :
    (X * hamiltonian a₁ a₂ (K * s * (a₁ + a₂) / 2) * X) 0 1
      = (K - 1) * (s * (a₁ + a₂) / 2 / (1 - s ^ 2)) := by
  rw [(effective_transfer hX a₁ a₂ _).1]
  ring

end

end TwoCentreTransfer
```

```lean
#print axioms TwoCentreTransfer.effective_transfer
-- 'TwoCentreTransfer.effective_transfer' depends on axioms: [propext, Classical.choice, Quot.sound]
#print axioms TwoCentreTransfer.effective_site_energies
-- 'TwoCentreTransfer.effective_site_energies' depends on axioms: [propext, Classical.choice, Quot.sound]
#print axioms TwoCentreTransfer.wolfsberg_helmholz_transfer
-- 'TwoCentreTransfer.wolfsberg_helmholz_transfer' depends on axioms: [propext, Classical.choice, Quot.sound]
```

## Two orbitals, their overlap and their coupling

Take two real, normalised orbitals with site energies $a_1$ and $a_2$. Their overlap and Hamiltonian matrices are

$$S=\begin{pmatrix}1&s\\ s&1\end{pmatrix},\qquad H=\begin{pmatrix}a_1&b\\ b&a_2\end{pmatrix},$$

written `overlap s` and `hamiltonian a₁ a₂ b` in the file. Matrix entries are counted from zero, as in Lean, so the coupling between the first and the second orbital is the entry $01$.

Adding a constant $c$ to the Hamiltonian operator adds $c$ times the corresponding element of $S$ to each element of $H$. The matrix therefore becomes $H+cS$, and this is why $b$ picks up the term $cs$.

Let $X$ be a symmetric positive definite matrix with $X^2S=1$. The columns of $X$ are the coefficients of two new orbitals, whose overlap matrix is $XSX=1$ and whose Hamiltonian matrix is $XHX$. The main theorem, `effective_transfer`, says that

$$(XHX)_{01}=\frac{b-s(a_1+a_2)/2}{1-s^2},$$

and that this entry is the same for $H+cS$ as for $H$, for every real $c$.

The predicate `IsInvSqrtOverlap s X` holds the two defining properties of $X$. Its field `posDef` says that $X$ is positive definite, which in Mathlib includes being Hermitian and so, for real entries, symmetric. Its field `sq_mul` is the equation $X^2S=1$. The theorems about $XHX$ have no separate hypothesis on $s$, because `isInvSqrtOverlap_iff` proves that such an $X$ exists exactly when $|s|<1$ and is then the explicit matrix `lowdin s`. Physically, $|s|<1$ means that the two normalised orbitals are linearly independent.

The result bears on how couplings are extracted from non-orthogonal fragment orbitals in electronic structure calculations, here for a one-electron model with one real orbital on each of two centres. The file works with matrices: the integrals $a_1$, $a_2$, $b$ and $s$ are given numbers, and the step from orbitals to matrices is the interpretation described above. Complex orbitals, several orbitals per centre and more than two centres are not covered.

## The inverse square root from its defining equation

Symmetry gives $X_{10}=X_{01}$. Write $p=X_{00}$, $q=X_{01}$ and $r=X_{11}$. Three entries of $X^2S=1$ read

$$p^2+q^2+sq(p+r)=1,$$
$$s(p^2+q^2)+q(p+r)=0,$$
$$q^2+r^2+sq(p+r)=1.$$

Subtracting the first from the third gives $(r-p)(r+p)=0$. Both diagonal entries of a positive definite matrix are positive, so $r=p$. The first two equations become

$$p^2+q^2+2spq=1,\qquad s(p^2+q^2)+2pq=0.$$

Their sum and their difference are

$$(p+q)^2(1+s)=1,\qquad (p-q)^2(1-s)=1.$$

The determinant $p^2-q^2$ is positive, and so is $p$; hence $|q|<p$, and both $p+q$ and $p-q$ are positive. It follows that $1+s$ and $1-s$ are positive, that is $|s|<1$, and that

$$p+q=\frac1{\sqrt{1+s}},\qquad p-q=\frac1{\sqrt{1-s}}.$$

Half the sum and half the difference of these two numbers are the entries of `lowdin s`.

In the file, `IsInvSqrtOverlap.entries` carries out the first part. It reads off the three entries of the matrix equation as `e00`, `e01` and `e11`, and its `linear_combination` steps are the subtractions and additions above. The lemma `pos_and_eq_inv_sqrt` takes the positive roots: from $u>0$ and $u^2t=1$ it concludes that $t>0$ and $u=1/\sqrt t$.

For the converse, `lowdin_witness` starts from $|s|<1$ and checks that the explicit matrix has both properties. The matrix equation follows from the two squared relations by taking half their sum and half their difference. For positivity, let $x$ be a real vector and let $y_\pm=(x_0\pm x_1)/\sqrt2$ be its normalised in-phase and out-of-phase amplitudes. Then

$$x^{\mathsf T}Xx=\frac{y_+^2}{\sqrt{1+s}}+\frac{y_-^2}{\sqrt{1-s}}.$$

The two amplitudes vanish together only for $x=0$, so the form is positive for every other $x$. The Lean proof uses the unnormalised sums $x_0\pm x_1$ with a factor $1/2$ in front, and treats the cases $x_0+x_1=0$ and $x_0+x_1\neq0$ separately.

## The coupling after orthogonalisation

The first row of $XH$ is $(pa_1+qb,\;pb+qa_2)$, and the second column of $X$ is $(q,p)$. Their product is

$$(XHX)_{01}=pq(a_1+a_2)+(p^2+q^2)b.$$

The two coefficients follow from the squared relations:

$$pq=\frac{(p+q)^2-(p-q)^2}{4}=\frac14\left(\frac1{1+s}-\frac1{1-s}\right)=-\frac{s}{2(1-s^2)},$$

$$p^2+q^2=\frac{(p+q)^2+(p-q)^2}{2}=\frac12\left(\frac1{1+s}+\frac1{1-s}\right)=\frac1{1-s^2}.$$

Inserting them gives the stated transfer integral. At $s=0$ it reduces to $b$.

The proof of `effective_transfer` follows the same route. The equation `e` is the expansion of the matrix product. The proof then multiplies through by $1-s^2$, which is nonzero because $|s|<1$, and the final `linear_combination` weights the two squared relations so that they supply $pq$ and $p^2+q^2$. Only squares of $p\pm q$ enter, so this algebra needs no explicit square roots.

## Why the shift disappears

The equation $X^2S=1$ says that $XS$ is a right inverse of $X$. For square matrices a right inverse is also a left inverse, so $XSX=1$. Therefore

$$X(H+cS)X=XHX+c\,XSX=XHX+c\,1.$$

The shift moves both orthogonalised site energies by $c$ and leaves the off-diagonal entries alone. This is `orthogonalised_shift`, which holds for any real $2\times2$ matrix $H$, symmetric or not. In its proof, `mul_eq_one_comm` exchanges the right inverse for the left one.

The explicit formula shows the same cancellation. Under the shift $b$ gains $cs$, while the mean site energy gains $c$, so the subtracted term $s(a_1+a_2)/2$ also gains $cs$.

## Site energies of the new orbitals

The first diagonal entry of $XHX$ is

$$p^2a_1+2pqb+q^2a_2=(p^2+q^2)\frac{a_1+a_2}{2}+2pqb+(p^2-q^2)\frac{a_1-a_2}{2}.$$

The second is obtained by exchanging $a_1$ and $a_2$. The one new ingredient is $p^2-q^2=(p+q)(p-q)=1/\sqrt{1-s^2}$, the determinant of $X$. Hence the two site energies are

$$\frac{(a_1+a_2)/2-sb}{1-s^2}\pm\frac{a_1-a_2}{2\sqrt{1-s^2}},$$

with the upper sign for the first orbital. Their difference is the bare difference $a_1-a_2$ divided by $\sqrt{1-s^2}$.

In `effective_site_energies`, the lemma `pos_and_eq_inv_sqrt` is applied to the product $(p+q)(p-q)$ to obtain this determinant. The equations `hsplit` and `hmean` then rewrite the splitting and the mean in terms of $p$ and $q$, after which both entries follow by expansion.

## A coupling proportional to the overlap

The Wolfsberg–Helmholz form sets $b=Ks(a_1+a_2)/2$. The constant $K$ is an empirical scale factor: it stands for the strength of the bare coupling relative to the overlap times the mean site energy. Substitution into the transfer integral gives

$$(XHX)_{01}=(K-1)\,\frac{s(a_1+a_2)/2}{1-s^2},$$

which is `wolfsberg_helmholz_transfer`, proved by the same substitution followed by `ring`. At $K=1$ the orthogonalised orbitals are uncoupled, even when the bare coupling $b$ is not zero.

The invariance under $H\to H+cS$ concerns a Hamiltonian whose elements are all shifted consistently. Recomputing $b$ from shifted site energies at fixed $K$ adds $Kcs$ to it instead of $cs$, which for $K\neq1$ and nonzero $c$ and $s$ is a different change of $H$: the transfer integral then changes by $(K-1)cs/(1-s^2)$.
